# Finite local energy at coalescence fixes the linear coefficient of a finite-range Jastrow factor for an s-wave pair

Take two electrons at distance \(r\), in atomic units, with the pair function \(\psi=e^{u}\) and \(u(r)=(r-L)(a+br)\) inside a cutoff length \(L>0\). Then \(u'(r)=(a-bL)+2br\) and \(u''(r)=2b\). The reduced mass is \(1/2\), so the relative motion has the local energy

\[
\frac{H\psi}{\psi}=-\Big(u''+u'^2+\frac{2u'}{r}\Big)+\frac1r
=-\big(6b+u'(r)^2\big)+\frac{1-2(a-bL)}{r}.
\]

The first term is continuous at \(r=0\). The second diverges unless \(a-bL=\tfrac12\), that is, unless \(b=a/L-1/(2L)\). When this holds, the local energy tends to \(-(6b+\tfrac14)\) as the electrons meet. The example is a model of the contact region, not a complete physical state: with \(u=0\) beyond the cutoff, \(\psi=1\) there and is not normalisable over all space, and the slope of \(u\) generally jumps at \(r=L\).

The same separation into a continuous part and a \(1/r\) term works for any power of \(r-L\), any further polynomial terms, any reduced mass and any Coulomb strength.

```lean
import Mathlib

open Filter Topology

namespace FiniteRangeJastrow

noncomputable section
```

## The exponent and the local energy

Let \(a,b\) be real, \(C\) a natural number and \(q\) a real polynomial. The Jastrow exponent is

\[
u(r)=\begin{cases}(r-L)^C\,\big(a+br+r^2q(r)\big), & r<L,\\ 0, & r\ge L.\end{cases}
\]

In Lean it is a function on the whole real line. Negative \(r\) has no physical meaning, but the inner formula continues there, so the two-sided derivative at \(0\) equals the slope from the physical side.

```lean
/-- The finite-range Jastrow exponent: a polynomial times `(r - L)^C` inside the cutoff
length `L`, and zero outside. -/
def jastrow (L a b : ℝ) (C : ℕ) (q : Polynomial ℝ) (r : ℝ) : ℝ :=
  if r < L then (r - L) ^ C * (a + b * r + r ^ 2 * q.eval r) else 0
```

The pair function is \(\psi=e^{u}\). It is positive everywhere, so division by \(\psi\) is harmless.

```lean
/-- The pair function `exp (u(r))` built from the Jastrow exponent `u`. -/
def pairFunction (L a b : ℝ) (C : ℕ) (q : Polynomial ℝ) (r : ℝ) : ℝ :=
  Real.exp (jastrow L a b C q r)
```

For reduced mass \(\mu\) and interaction \(Z/r\), where \(Z\) is the product of the two charges, a spherically symmetric function has the local energy

\[
E_{\mathrm{loc}}(r)=\frac{1}{\psi}\Big[-\frac{1}{2\mu}\Big(\psi''+\frac2r\psi'\Big)+\frac Zr\,\psi\Big].
\]

The definition takes the radial form of the Laplacian as given and applies it through Lean's `deriv`, so the derivatives of \(\psi\) have to be computed in the proof. It describes an isolated pair in an s-wave: there are no other particles, no external potential and no angular dependence.

```lean
/-- The local energy `(Hψ)/ψ` of a spherically symmetric function of the distance `r`, for
reduced mass `μ` and Coulomb interaction `Z / r`, in atomic units. -/
def localEnergy (μ Z : ℝ) (ψ : ℝ → ℝ) (r : ℝ) : ℝ :=
  (-(1 / (2 * μ)) * (deriv (deriv ψ) r + 2 / r * deriv ψ r) + Z / r * ψ r) / ψ r
```

Inside the cutoff, \(u\) coincides with the polynomial \(P(r)=(r-L)^C(a+br+r^2q(r))\). In the code, `Polynomial.C a` is the constant polynomial \(a\), while the bare `C` is the exponent.

```lean
/-- The polynomial that gives the Jastrow exponent inside the cutoff. -/
def innerPoly (L a b : ℝ) (C : ℕ) (q : Polynomial ℝ) : Polynomial ℝ :=
  (Polynomial.X - Polynomial.C L) ^ C *
    (Polynomial.C a + Polynomial.C b * Polynomial.X + Polynomial.X * Polynomial.X * q)
```

Write \(P'(r)=P'(0)+r\,S(r)\) with \(S\) a polynomial. Lean's `divX` removes the constant term and divides by the variable, so \(S\) is `P.derivative.divX`. The part of the local energy that stays continuous at the origin will be

\[
R(r)=-\frac1{2\mu}\big(P''(r)+P'(r)^2+2S(r)\big).
\]

```lean
/-- The part of the local energy of `exp (P(r))` that is continuous at `r = 0`. -/
def regularPart (μ : ℝ) (P : Polynomial ℝ) (r : ℝ) : ℝ :=
  -(1 / (2 * μ)) * (P.derivative.derivative.eval r + P.derivative.eval r ^ 2
    + 2 * P.derivative.divX.eval r)
```

## The slope at the origin

If \(r<L\), every point close enough to \(r\) also lies below \(L\), so \(u=P\) on a neighbourhood of \(r\). This is what allows derivatives of \(u\) to be replaced by those of \(P\).

```lean
/-- Around any point inside the cutoff the Jastrow exponent is a polynomial. -/
theorem jastrow_eventuallyEq {L r : ℝ} (a b : ℝ) (C : ℕ) (q : Polynomial ℝ) (h : r < L) :
    jastrow L a b C q =ᶠ[𝓝 r] fun x => (innerPoly L a b C q).eval x := by
  filter_upwards [Iio_mem_nhds h] with x hx
  have hx' : x < L := hx
  simp only [jastrow, innerPoly, if_pos hx', Polynomial.eval_mul, Polynomial.eval_pow,
    Polynomial.eval_sub, Polynomial.eval_add, Polynomial.eval_X, Polynomial.eval_C]
  ring
```

Set \(A(r)=a+br+r^2q(r)\), so that \(A(0)=a\), \(A'(0)=b\) and \(A''(0)=2q(0)\). The product rule gives

\[
P'(0)=C(-L)^{C-1}a+(-L)^Cb=(-L)^C\Big(b-\frac{Ca}{L}\Big),
\]

\[
\begin{aligned}
P''(0)&=C(C-1)(-L)^{C-2}a+2C(-L)^{C-1}b+2(-L)^Cq(0)\\
&=(-L)^C\Big(\frac{C(C-1)a}{L^2}-\frac{2Cb}{L}+2q(0)\Big).
\end{aligned}
\]

For \(C=0\) and \(C=1\) the terms with negative powers have zero coefficients. The proof treats these two exponents separately from \(C=k+2\), differentiates symbolically in each case, and finishes with `field_simp` and `ring`.

```lean
/-- First and second derivatives at `r = 0` of the polynomial inside the cutoff. -/
theorem innerPoly_derivatives {L : ℝ} (hL : 0 < L) (a b : ℝ) (C : ℕ) (q : Polynomial ℝ) :
    (innerPoly L a b C q).derivative.eval 0 = (-L) ^ C * (b - C * a / L) ∧
    (innerPoly L a b C q).derivative.derivative.eval 0 =
      (-L) ^ C * (C * (C - 1) * a / L ^ 2 - 2 * C * b / L + 2 * q.eval 0) := by
  have hL0 : L ≠ 0 := hL.ne'
  rcases C with _ | _ | k <;> constructor <;>
    simp only [innerPoly, Polynomial.derivative_mul, Polynomial.derivative_X_sub_C_pow,
      Polynomial.derivative_add, Polynomial.derivative_C, Polynomial.derivative_X,
      Polynomial.derivative_one, Polynomial.derivative_zero, Polynomial.eval_mul,
      Polynomial.eval_pow, Polynomial.eval_sub, Polynomial.eval_add, Polynomial.eval_X,
      Polynomial.eval_C, Polynomial.eval_one, Polynomial.eval_zero, Nat.add_sub_cancel] <;>
    push_cast <;> field_simp <;> ring
```

Since \(u=P\) near \(0\), the exponent \(u\) has the same slope there. `HasDerivAt` states that the derivative exists and has the given value.

```lean
/-- The slope of the Jastrow exponent at the coalescence point `r = 0`. -/
theorem hasDerivAt_jastrow_zero {L : ℝ} (hL : 0 < L) (a b : ℝ) (C : ℕ) (q : Polynomial ℝ) :
    HasDerivAt (jastrow L a b C q) ((-L) ^ C * (b - C * a / L)) 0 := by
  rw [← (innerPoly_derivatives hL a b C q).1]
  exact ((innerPoly L a b C q).hasDerivAt 0).congr_of_eventuallyEq
    (jastrow_eventuallyEq a b C q hL)
```

Now prescribe a slope \(G\). Because \(L>0\), the factor \((-L)^C\) is nonzero, and

\[
(-L)^C\Big(b-\frac{Ca}{L}\Big)=G
\quad\Longleftrightarrow\quad
b=\frac{G}{(-L)^C}+\frac{Ca}{L}.
\]

The rewriting steps put the condition on \(b\) into the form on the left. Uniqueness of the derivative then gives the forward direction, and substitution into the slope already computed gives the converse. The equivalence holds for every natural \(C\), including \(C=0\), because it concerns only the origin. How smoothly \(u\) joins to zero at \(r=L\) does depend on \(C\), and these theorems say nothing about it.

```lean
/-- The Jastrow exponent has slope `G` at `r = 0` exactly when its linear coefficient is
`b = G / (-L)^C + C a / L`. -/
theorem slope_iff {L : ℝ} (hL : 0 < L) (a b G : ℝ) (C : ℕ) (q : Polynomial ℝ) :
    HasDerivAt (jastrow L a b C q) G 0 ↔ b = G / (-L) ^ C + C * a / L := by
  have hp : (-L) ^ C ≠ 0 := pow_ne_zero _ (neg_ne_zero.mpr hL.ne')
  have h0 := hasDerivAt_jastrow_zero hL a b C q
  rw [← sub_eq_iff_eq_add, eq_div_iff hp, mul_comm _ ((-L) ^ C)]
  exact ⟨fun h => h0.unique h, fun h => h ▸ h0⟩
```

## Isolating the Coulomb singularity

For \(0<r<L\) and \(\mu>0\), differentiating \(\psi=e^{P}\) twice gives

\[
\psi'=P'\psi,\qquad \psi''=(P''+P'^2)\psi .
\]

The factor \(\psi\) cancels from the local energy. Inserting \(P'(r)=P'(0)+rS(r)\) into the term \(2P'/r\) then yields

\[
\begin{aligned}
E_{\mathrm{loc}}(r)&=-\frac1{2\mu}\Big(P''+P'^2+\frac{2P'}r\Big)+\frac Zr\\
&=R(r)+\frac{Z-P'(0)/\mu}{r}.
\end{aligned}
\]

In the proof, `h1` is the first derivative at every point inside the cutoff. It is needed on a whole neighbourhood, since `h2` differentiates it again. `hS` is the decomposition of \(P'\), and the last lines cancel the exponential and compare the two sides.

```lean
/-- Inside the cutoff the local energy of the pair function is a regular part plus a
`1 / r` term whose coefficient is `Z - u'(0) / μ`. -/
theorem localEnergy_split {L μ r : ℝ} (hμ : 0 < μ) (hr : 0 < r) (hrL : r < L)
    (Z a b : ℝ) (C : ℕ) (q : Polynomial ℝ) :
    localEnergy μ Z (pairFunction L a b C q) r = regularPart μ (innerPoly L a b C q) r
      + (Z - (innerPoly L a b C q).derivative.eval 0 / μ) / r := by
  have hev := fun x (hx : x < L) => jastrow_eventuallyEq a b C q hx
  generalize innerPoly L a b C q = P at hev ⊢
  -- first derivative of exp(u) at every point inside the cutoff
  have h1 : ∀ x, x < L → deriv (pairFunction L a b C q) x
      = P.derivative.eval x * Real.exp (P.eval x) := by
    intro x hx
    have he : pairFunction L a b C q =ᶠ[𝓝 x] fun y => Real.exp (P.eval y) := by
      filter_upwards [hev x hx] with y hy
      simp only [pairFunction, hy]
    rw [he.deriv_eq, (P.hasDerivAt x).exp.deriv, mul_comm]
  -- second derivative
  have h2 : deriv (deriv (pairFunction L a b C q)) r
      = (P.derivative.derivative.eval r + P.derivative.eval r ^ 2) * Real.exp (P.eval r) := by
    have he : deriv (pairFunction L a b C q) =ᶠ[𝓝 r]
        fun y => P.derivative.eval y * Real.exp (P.eval y) := by
      filter_upwards [Iio_mem_nhds hrL] with y hy
      exact h1 y hy
    rw [he.deriv_eq, ((P.derivative.hasDerivAt r).fun_mul (P.hasDerivAt r).exp).deriv]
    ring
  have h0 : pairFunction L a b C q r = Real.exp (P.eval r) := by
    simp only [pairFunction, (hev r hrL).eq_of_nhds]
  -- separate the slope at the origin from the rest of u'
  have hS : P.derivative.eval r = P.derivative.divX.eval r * r + P.derivative.eval 0 := by
    have h := congrArg (Polynomial.eval r) (Polynomial.divX_mul_X_add P.derivative)
    rw [Polynomial.eval_add, Polynomial.eval_mul, Polynomial.eval_X, Polynomial.eval_C,
      Polynomial.coeff_zero_eq_eval_zero] at h
    exact h.symm
  have he := Real.exp_ne_zero (P.eval r)
  unfold localEnergy regularPart
  rw [h2, h1 r hrL, h0, hS]
  generalize Real.exp (P.eval r) = e at he ⊢
  field_simp
  ring
```

The regular part is a polynomial in \(r\), hence continuous. Differentiating \(P'(r)=P'(0)+rS(r)\) at \(r=0\) gives \(S(0)=P''(0)\), so

\[
\lim_{r\to0^+}R(r)=-\frac1{2\mu}\big(3P''(0)+P'(0)^2\big).
\]

The filter `𝓝[>] 0` expresses the approach to zero through positive distances.

```lean
/-- The regular part of the local energy tends to its value at coalescence, which is fixed by
the first two derivatives of the exponent there. -/
theorem tendsto_regularPart (μ : ℝ) (P : Polynomial ℝ) :
    Tendsto (regularPart μ P) (𝓝[>] 0) (𝓝 (-(1 / (2 * μ)) *
      (3 * P.derivative.derivative.eval 0 + P.derivative.eval 0 ^ 2))) := by
  have hS : P.derivative.divX.eval 0 = P.derivative.derivative.eval 0 := by
    have h := congrArg (fun p => (Polynomial.derivative p).eval 0)
      (Polynomial.divX_mul_X_add P.derivative)
    simp only [Polynomial.derivative_add, Polynomial.derivative_mul, Polynomial.derivative_X,
      Polynomial.derivative_C, Polynomial.eval_add, Polynomial.eval_mul, Polynomial.eval_X,
      mul_zero, mul_one, zero_add, add_zero] at h
    exact h
  have hc : Continuous (regularPart μ P) :=
    continuous_const.mul ((P.derivative.derivative.continuous.add
      (P.derivative.continuous.pow 2)).add
        (continuous_const.mul P.derivative.divX.continuous))
  have ht := (hc.tendsto 0).mono_left (nhdsWithin_le_nhds (s := Set.Ioi 0))
  convert ht using 2
  unfold regularPart
  rw [hS]
  ring
```

## The condition for a finite limit

Suppose \(b=\mu Z/(-L)^C+Ca/L\). By the slope equivalence with \(G=\mu Z\), this means \(P'(0)=\mu Z\), so the coefficient of \(1/r\) vanishes. On \(0<r<L\) the local energy is then exactly \(R(r)\), and

\[
\lim_{r\to0^+}E_{\mathrm{loc}}(r)=-\frac1{2\mu}\Big[3(-L)^C\Big(\frac{C(C-1)a}{L^2}-\frac{2Cb}{L}+2q(0)\Big)+(\mu Z)^2\Big].
\]

```lean
/-- With `b = μ Z / (-L)^C + C a / L`, the local energy of the pair function tends to the
stated finite value as the particles meet. -/
theorem tendsto_localEnergy {L μ : ℝ} (hL : 0 < L) (hμ : 0 < μ) (Z a b : ℝ) (C : ℕ)
    (q : Polynomial ℝ) (hb : b = μ * Z / (-L) ^ C + C * a / L) :
    Tendsto (localEnergy μ Z (pairFunction L a b C q)) (𝓝[>] 0)
      (𝓝 (-(1 / (2 * μ)) * (3 * ((-L) ^ C *
        (C * (C - 1) * a / L ^ 2 - 2 * C * b / L + 2 * q.eval 0)) + (μ * Z) ^ 2))) := by
  have hG : (innerPoly L a b C q).derivative.eval 0 = μ * Z := by
    rw [(innerPoly_derivatives hL a b C q).1]
    exact (hasDerivAt_jastrow_zero hL a b C q).unique ((slope_iff hL a b _ C q).mpr hb)
  have ht := tendsto_regularPart μ (innerPoly L a b C q)
  rw [hG, (innerPoly_derivatives hL a b C q).2] at ht
  refine ht.congr' ?_
  filter_upwards [Ioo_mem_nhdsGT hL] with r hr
  -- the 1/r term cancels
  rw [localEnergy_split hμ hr.1 hr.2, hG, mul_div_cancel_left₀ Z hμ.ne', sub_self, zero_div,
    add_zero]
```

For the converse, suppose that \(E_{\mathrm{loc}}(r)\) tends to some real number \(E\). Then \(r\,E_{\mathrm{loc}}(r)\to0\cdot E=0\). The decomposition also gives

\[
r\,E_{\mathrm{loc}}(r)=r\,R(r)+Z-\frac{P'(0)}\mu\;\longrightarrow\;Z-\frac{P'(0)}\mu .
\]

Limits are unique, so \(P'(0)=\mu Z\), and the slope equivalence returns the condition on \(b\). In the code these two limits are `h1` and `h3`, and `h4` equates them.

This is a cusp condition for a trial function of the stated form. Kato's theorem concerns the behaviour of exact many-particle eigenfunctions at coalescence, and it is neither used nor proved here.

```lean
/-- Cusp condition: the local energy of the pair function has a finite limit at coalescence
if and only if `b = μ Z / (-L)^C + C a / L`. -/
theorem finite_localEnergy_iff {L μ : ℝ} (hL : 0 < L) (hμ : 0 < μ) (Z a b : ℝ) (C : ℕ)
    (q : Polynomial ℝ) :
    (∃ E, Tendsto (localEnergy μ Z (pairFunction L a b C q)) (𝓝[>] 0) (𝓝 E)) ↔
      b = μ * Z / (-L) ^ C + C * a / L := by
  refine ⟨?_, fun hb => ⟨_, tendsto_localEnergy hL hμ Z a b C q hb⟩⟩
  rintro ⟨E, hE⟩
  have hid : Tendsto (fun r : ℝ => r) (𝓝[>] 0) (𝓝 0) := nhdsWithin_le_nhds
  -- r times the local energy tends to zero, and also to the coefficient of 1/r
  have h1 := hid.mul hE
  have h2 := (hid.mul (tendsto_regularPart μ (innerPoly L a b C q))).add_const
    (Z - (innerPoly L a b C q).derivative.eval 0 / μ)
  have h3 := h2.congr' (f₂ := fun r => r * localEnergy μ Z (pairFunction L a b C q) r) (by
    filter_upwards [Ioo_mem_nhdsGT hL] with r hr
    have hr0 : r ≠ 0 := hr.1.ne'
    rw [localEnergy_split hμ hr.1 hr.2, mul_add, mul_div_cancel₀ _ hr0])
  have h4 := tendsto_nhds_unique h1 h3
  rw [zero_mul, zero_mul, zero_add] at h4
  have h5 : (innerPoly L a b C q).derivative.eval 0 = μ * Z := by
    have h6 : (innerPoly L a b C q).derivative.eval 0 / μ = Z := by linarith
    rw [div_eq_iff hμ.ne'] at h6
    rw [h6, mul_comm]
  rw [← slope_iff hL a b (μ * Z) C q, ← h5, (innerPoly_derivatives hL a b C q).1]
  exact hasDerivAt_jastrow_zero hL a b C q
```

Two electrons have \(\mu=1/2\) and \(Z=1\), so the required slope is \(u'(0)=1/2\) and

\[
b=\frac{1}{2(-L)^C}+\frac{Ca}{L}.
\]

With \(C=1\) this is the value \(b=a/L-1/(2L)\) found at the start. The spherically symmetric \(\psi\) is even under exchange of the electrons, which corresponds to a spin singlet; a triplet pair, whose spatial function vanishes at coalescence, is not described.

In variational Monte Carlo, where the local energy is sampled over configurations, the formula shows how to choose \(b\) for given \(a\), \(L\) and \(C\) so that the pair function \(e^u\), taken by itself, has no \(1/r\) divergence at contact. To be sampled, a trial function must also be normalisable, which \(e^u\) alone is not in unbounded space. Taking \(C\ge2\) makes \(u\) and its slope continuous at the cutoff. Other factors of a full trial function are not treated here.

```lean
/-- For two electrons (`μ = 1/2`, `Z = 1`) the local energy of the pair function has a finite
limit at coalescence exactly when `b = 1 / (2 (-L)^C) + C a / L`. -/
theorem electron_pair_iff {L : ℝ} (hL : 0 < L) (a b : ℝ) (C : ℕ) (q : Polynomial ℝ) :
    (∃ E, Tendsto (localEnergy (1 / 2) 1 (pairFunction L a b C q)) (𝓝[>] 0) (𝓝 E)) ↔
      b = 1 / (2 * (-L) ^ C) + C * a / L := by
  rw [finite_localEnergy_iff hL (by norm_num), mul_one, div_div]

end

end FiniteRangeJastrow
```

```lean
#print axioms FiniteRangeJastrow.finite_localEnergy_iff
#print axioms FiniteRangeJastrow.electron_pair_iff
```

```
'FiniteRangeJastrow.finite_localEnergy_iff' depends on axioms: [propext, Classical.choice, Quot.sound]
'FiniteRangeJastrow.electron_pair_iff' depends on axioms: [propext, Classical.choice, Quot.sound]
```
